# A pulse cycle that averages the homonuclear dipolar coupling to zero scales chemical shifts by at most 1/√3

A decoupling cycle is modelled here as a finite list of unit axes $n_k$, the directions that $z$ takes in the toggling frame (the interaction frame of the pulses), each held for a fraction $w_k$ of the cycle, and decoupling means that the weighted sum of the two-spin dipolar operators is zero. In lowest-order average Hamiltonian theory, with ideal pulses and a dipolar coupling that stays constant over the cycle (a sample that is not spun), this condition limits the chemical shift that the cycle can retain.

```lean
import Mathlib

open Matrix
open scoped Kronecker

namespace HomonuclearDecoupling

noncomputable section

variable {ι : Type*} [Fintype ι]

/-- The three Pauli matrices, which are twice the spin-1/2 operators. -/
def pauli : Fin 3 → Matrix (Fin 2) (Fin 2) ℂ :=
  ![!![0, 1; 1, 0], !![0, -Complex.I; Complex.I, 0], !![1, 0; 0, -1]]

/-- The chemical-shift operator `n · σ` of one spin, for the toggling-frame axis `n`. -/
def shift (n : Fin 3 → ℝ) : Matrix (Fin 2) (Fin 2) ℂ :=
  ∑ a, (n a : ℂ) • pauli a

/-- The dipolar coupling `3 (n · σ) ⊗ (n · σ) - (n · n) σ ⊗ σ` of two like spins, up to a constant
factor, for the toggling-frame axis `n`. -/
def dipolar (n : Fin 3 → ℝ) : Matrix (Fin 2 × Fin 2) (Fin 2 × Fin 2) ℂ :=
  (3 : ℂ) • (shift n ⊗ₖ shift n) - ((n ⬝ᵥ n : ℝ) : ℂ) • ∑ a, pauli a ⊗ₖ pauli a

/-- The Cartesian coupling tensor `3 n nᵀ - (n · n) 1`. -/
def tensor (n : Fin 3 → ℝ) (a b : Fin 3) : ℝ :=
  3 * n a * n b - if a = b then n ⬝ᵥ n else 0

/-- The mean toggling-frame axis `v = ∑ w_k n_k`. -/
def meanAxis (w : ι → ℝ) (n : ι → Fin 3 → ℝ) : Fin 3 → ℝ := ∑ k, w k • n k

/-- The shift scaling factor: the length of the mean axis. -/
def scaling (w : ι → ℝ) (n : ι → Fin 3 → ℝ) : ℝ :=
  √(meanAxis w n ⬝ᵥ meanAxis w n)

/-- A bilinear coupling of two spins 1/2 vanishes only if its Cartesian tensor vanishes. -/
theorem tensor_eq_zero (T : Fin 3 → Fin 3 → ℝ)
    (h : ∑ a, ∑ b, (T a b : ℂ) • (pauli a ⊗ₖ pauli b) = 0) : ∀ a b, T a b = 0 := by
  -- five matrix elements determine all nine components
  have e := fun i j => congrFun (congrFun h i) j
  have r1 := congrArg Complex.re (e (0, 0) (0, 0))
  have r2 := congrArg Complex.re (e (0, 0) (0, 1))
  have i2 := congrArg Complex.im (e (0, 0) (0, 1))
  have r3 := congrArg Complex.re (e (0, 0) (1, 0))
  have i3 := congrArg Complex.im (e (0, 0) (1, 0))
  have r4 := congrArg Complex.re (e (0, 0) (1, 1))
  have i4 := congrArg Complex.im (e (0, 0) (1, 1))
  have r5 := congrArg Complex.re (e (0, 1) (1, 0))
  have i5 := congrArg Complex.im (e (0, 1) (1, 0))
  simp [pauli, Fin.sum_univ_three] at r1 r2 i2 r3 i3 r4 i4 r5 i5
  intro a b
  fin_cases a <;> fin_cases b <;> simp <;> linarith

/-- The dipolar coupling is the bilinear coupling with tensor `3 n nᵀ - (n · n) 1`. -/
theorem dipolar_eq (n : Fin 3 → ℝ) :
    dipolar n = ∑ a, ∑ b, (tensor n a b : ℂ) • (pauli a ⊗ₖ pauli b) := by
  ext ⟨i, i'⟩ ⟨j, j'⟩
  simp [dipolar, shift, tensor, Fin.sum_univ_three, Matrix.kroneckerMap_apply]
  ring

/-- For unit axes and time fractions summing to one, the average dipolar coupling vanishes
exactly when `∑ w_k n_k n_kᵀ = 1/3` times the identity. -/
theorem decoupled_iff {w : ι → ℝ} {n : ι → Fin 3 → ℝ} (hs : ∑ k, w k = 1)
    (hn : ∀ k, n k ⬝ᵥ n k = 1) :
    ∑ k, (w k : ℂ) • dipolar (n k) = 0 ↔
      ∀ a b, ∑ k, w k * n k a * n k b = if a = b then 1 / 3 else 0 := by
  have avg : ∑ k, (w k : ℂ) • dipolar (n k) =
      ∑ a, ∑ b, ((∑ k, w k * tensor (n k) a b : ℝ) : ℂ) • (pauli a ⊗ₖ pauli b) := by
    simp only [dipolar_eq, Finset.smul_sum, smul_smul]
    rw [Finset.sum_comm]
    refine Finset.sum_congr rfl fun a _ => ?_
    rw [Finset.sum_comm]
    refine Finset.sum_congr rfl fun b _ => ?_
    simp only [Complex.ofReal_sum, Complex.ofReal_mul, Finset.sum_smul]
  have q : ∀ a b, ∑ k, w k * tensor (n k) a b =
      3 * ∑ k, w k * n k a * n k b - if a = b then 1 else 0 := by
    intro a b
    have t : ∀ k, w k * tensor (n k) a b =
        3 * (w k * n k a * n k b) - w k * (if a = b then 1 else 0) := by
      intro k
      simp only [tensor, hn]
      ring
    rw [Finset.sum_congr rfl fun k _ => t k, Finset.sum_sub_distrib, ← Finset.mul_sum,
      ← Finset.sum_mul, hs, one_mul]
  rw [avg]
  constructor
  · intro h a b
    have h0 := tensor_eq_zero _ h a b
    rw [q] at h0
    split_ifs at h0 ⊢ <;> linarith
  · intro h
    refine Finset.sum_eq_zero fun a _ => Finset.sum_eq_zero fun b _ => ?_
    have h0 : ∑ k, w k * tensor (n k) a b = 0 := by
      rw [q, h]
      split_ifs <;> norm_num
    rw [h0, Complex.ofReal_zero, zero_smul]

/-- The average shift operator squares to the squared scaling factor times the identity. -/
theorem average_shift_sq (w : ι → ℝ) (n : ι → Fin 3 → ℝ) :
    (∑ k, (w k : ℂ) • shift (n k)) ^ 2 = ((scaling w n ^ 2 : ℝ) : ℂ) • 1 := by
  have hv : ∑ k, (w k : ℂ) • shift (n k) = shift (meanAxis w n) := by
    simp only [shift, meanAxis, Finset.sum_apply, Pi.smul_apply, smul_eq_mul,
      Complex.ofReal_sum, Complex.ofReal_mul, Finset.smul_sum, Finset.sum_smul, smul_smul]
    exact Finset.sum_comm
  have hp : 0 ≤ meanAxis w n ⬝ᵥ meanAxis w n :=
    Finset.sum_nonneg fun a _ => mul_self_nonneg _
  rw [hv, scaling, Real.sq_sqrt hp, pow_two]
  generalize meanAxis w n = u
  -- diagonal entries need `I ^ 2 = -1`, the others cancel
  ext i j
  fin_cases i <;> fin_cases j <;>
    simp [shift, pauli, Fin.sum_univ_three, Matrix.mul_apply, dotProduct] <;>
    first | ring1 | linear_combination (-(u 1 : ℂ) ^ 2) * Complex.I_sq

/-- The dot product of the mean axis with `u` is the weighted sum of the products `n_k · u`. -/
theorem meanAxis_dot (w : ι → ℝ) (n : ι → Fin 3 → ℝ) (u : Fin 3 → ℝ) :
    meanAxis w n ⬝ᵥ u = ∑ k, w k * (n k ⬝ᵥ u) := by
  simp only [meanAxis, dotProduct, Fin.sum_univ_three, Finset.sum_apply, Pi.smul_apply,
    smul_eq_mul, Finset.sum_mul, ← Finset.sum_add_distrib]
  exact Finset.sum_congr rfl fun k _ => by ring

/-- For a decoupling cycle of unit axes, with time fractions summing to one, the dot products
`n_k · v` with the mean axis `v` have variance `|v|² (1/3 - |v|²)`. -/
theorem projection_variance {w : ι → ℝ} {n : ι → Fin 3 → ℝ} (hs : ∑ k, w k = 1)
    (hn : ∀ k, n k ⬝ᵥ n k = 1) (hD : ∑ k, (w k : ℂ) • dipolar (n k) = 0) :
    ∑ k, w k * (n k ⬝ᵥ meanAxis w n - meanAxis w n ⬝ᵥ meanAxis w n) ^ 2 =
      (meanAxis w n ⬝ᵥ meanAxis w n) * (1 / 3 - meanAxis w n ⬝ᵥ meanAxis w n) := by
  have h := (decoupled_iff hs hn).1 hD
  -- the second moment of the projections is isotropic
  have h2 : ∀ u : Fin 3 → ℝ, ∑ k, w k * (n k ⬝ᵥ u) ^ 2 = (u ⬝ᵥ u) / 3 := by
    intro u
    calc ∑ k, w k * (n k ⬝ᵥ u) ^ 2
        = ∑ a, ∑ b, u a * u b * ∑ k, w k * n k a * n k b := by
          simp only [dotProduct, Fin.sum_univ_three, Finset.mul_sum,
            ← Finset.sum_add_distrib]
          exact Finset.sum_congr rfl fun k _ => by ring
      _ = (u ⬝ᵥ u) / 3 := by
          simp only [h]
          simp [dotProduct, Fin.sum_univ_three]
          ring
  have expand : ∀ (x : ι → ℝ) (s : ℝ), ∑ k, w k * (x k - s) ^ 2 =
      ∑ k, w k * x k ^ 2 - 2 * s * ∑ k, w k * x k + s ^ 2 * ∑ k, w k := by
    intro x s
    simp only [Finset.mul_sum, ← Finset.sum_sub_distrib, ← Finset.sum_add_distrib]
    exact Finset.sum_congr rfl fun k _ => by ring
  rw [expand, h2, ← meanAxis_dot, hs]
  ring

/-- The scaling factor is `1/√3` exactly when the mean axis has squared length `1/3`. -/
theorem scaling_eq_iff (w : ι → ℝ) (n : ι → Fin 3 → ℝ) :
    scaling w n = 1 / √3 ↔ meanAxis w n ⬝ᵥ meanAxis w n = 1 / 3 := by
  have hp : 0 ≤ meanAxis w n ⬝ᵥ meanAxis w n :=
    Finset.sum_nonneg fun a _ => mul_self_nonneg _
  have h3 : 1 / √3 = √(1 / 3 : ℝ) := by rw [Real.sqrt_div zero_le_one, Real.sqrt_one]
  rw [h3, scaling, Real.sqrt_inj hp (by norm_num)]

/-- Scaling limit: if unit axes held for positive time fractions summing to one average the dipolar
coupling to zero, the shift scaling factor is at most `1/√3`, with equality exactly when all axes
have the same nonzero dot product with the mean axis. -/
theorem scaling_limit {w : ι → ℝ} {n : ι → Fin 3 → ℝ} (hw : ∀ k, 0 < w k)
    (hs : ∑ k, w k = 1) (hn : ∀ k, n k ⬝ᵥ n k = 1)
    (hD : ∑ k, (w k : ℂ) • dipolar (n k) = 0) :
    scaling w n ≤ 1 / √3 ∧
      (scaling w n = 1 / √3 ↔ ∃ c : ℝ, c ≠ 0 ∧ ∀ k, n k ⬝ᵥ meanAxis w n = c) := by
  have hvar := projection_variance hs hn hD
  have hnn : ∀ k ∈ Finset.univ,
      0 ≤ w k * (n k ⬝ᵥ meanAxis w n - meanAxis w n ⬝ᵥ meanAxis w n) ^ 2 :=
    fun k _ => mul_nonneg (hw k).le (sq_nonneg _)
  constructor
  · -- a variance cannot be negative
    have h0 := Finset.sum_nonneg hnn
    rw [hvar] at h0
    have hle : meanAxis w n ⬝ᵥ meanAxis w n ≤ 1 / 3 := by
      by_contra hc
      push Not at hc
      nlinarith
    have h3 : 1 / √3 = √(1 / 3 : ℝ) := by rw [Real.sqrt_div zero_le_one, Real.sqrt_one]
    rw [h3]
    exact Real.sqrt_le_sqrt hle
  · rw [scaling_eq_iff]
    constructor
    · intro h
      refine ⟨1 / 3, by norm_num, fun k => ?_⟩
      -- zero variance forces every projection to its mean
      have hz := (Finset.sum_eq_zero_iff_of_nonneg hnn).1
        (by rw [hvar, h]; norm_num) k (Finset.mem_univ k)
      have hk := pow_eq_zero_iff (two_ne_zero) |>.1
        ((mul_eq_zero.1 hz).resolve_left (hw k).ne')
      linarith
    · rintro ⟨c, hc, h⟩
      have hv : meanAxis w n ⬝ᵥ meanAxis w n = c := by
        rw [meanAxis_dot, Finset.sum_congr rfl fun k _ => by rw [h k],
          ← Finset.sum_mul, hs, one_mul]
      simp only [h, hv, sub_self] at hvar
      have hz : c * (1 / 3 - c) = 0 := by rw [← hvar]; simp
      have := (mul_eq_zero.1 hz).resolve_left hc
      linarith

/-- The three coordinate axes, each held for a third of the cycle, average the dipolar coupling to
zero and have scaling factor `1/√3`. -/
theorem three_axes_witness :
    ∑ k : Fin 3, (((1 / 3 : ℝ)) : ℂ) • dipolar (Pi.single k 1) = 0 ∧
      scaling (fun _ : Fin 3 => (1 / 3 : ℝ)) (fun k => Pi.single k 1) = 1 / √3 := by
  constructor
  · refine (decoupled_iff (w := fun _ : Fin 3 => (1 / 3 : ℝ))
      (n := fun k => Pi.single k 1) (by norm_num) (fun k => by simp)).2 ?_
    intro a b
    fin_cases a <;> fin_cases b <;> simp [Pi.single_apply]
  · rw [scaling_eq_iff]
    norm_num [meanAxis, dotProduct, Fin.sum_univ_three, Pi.single_apply]

/-- Magic angle: in a decoupling cycle of unit axes, with positive time fractions summing to one,
that reaches `1/√3`, each axis has dot product `|v|/√3` with the mean axis `v`. -/
theorem magic_angle {w : ι → ℝ} {n : ι → Fin 3 → ℝ} (hw : ∀ k, 0 < w k)
    (hs : ∑ k, w k = 1) (hn : ∀ k, n k ⬝ᵥ n k = 1)
    (hD : ∑ k, (w k : ℂ) • dipolar (n k) = 0) (hmax : scaling w n = 1 / √3) (k : ι) :
    n k ⬝ᵥ meanAxis w n = scaling w n / √3 := by
  obtain ⟨c, -, h⟩ := (scaling_limit hw hs hn hD).2.1 hmax
  have hv : meanAxis w n ⬝ᵥ meanAxis w n = c := by
    rw [meanAxis_dot, Finset.sum_congr rfl fun k _ => by rw [h k],
      ← Finset.sum_mul, hs, one_mul]
  rw [h k, ← hv, (scaling_eq_iff w n).1 hmax, hmax, div_div,
    Real.mul_self_sqrt (by norm_num)]

end

end HomonuclearDecoupling
```

```lean
#print axioms HomonuclearDecoupling.average_shift_sq
-- 'HomonuclearDecoupling.average_shift_sq' depends on axioms: [propext, Classical.choice, Quot.sound]
#print axioms HomonuclearDecoupling.scaling_limit
-- 'HomonuclearDecoupling.scaling_limit' depends on axioms: [propext, Classical.choice, Quot.sound]
#print axioms HomonuclearDecoupling.magic_angle
-- 'HomonuclearDecoupling.magic_angle' depends on axioms: [propext, Classical.choice, Quot.sound]
```

## The bound and the cycles that reach it

Write $v=\sum_k w_k n_k$ for the mean axis, which is `meanAxis w n` in the file. Its length $|v|=\sqrt{v\cdot v}$ is `scaling w n`. The main theorem, `scaling_limit`, has four hypotheses:

- `hw`: every time fraction is positive.
- `hs`: the time fractions sum to one.
- `hn`: every axis has unit length, written `n k ⬝ᵥ n k = 1`.
- `hD`: the weighted sum of the dipolar operators is the zero matrix.

It concludes that $|v|\le 1/\sqrt3$, and that equality holds exactly when there is a number $c\neq0$ with $n_k\cdot v=c$ for every $k$.

The condition $c\ne0$ excludes cycles that lose the shift altogether. If the six directions $\pm x,\pm y,\pm z$ are each held for a sixth of the time, the dipolar coupling averages to zero and so does the mean axis. All the products $n_k\cdot v$ are then equal, but they are equal to zero, and so is the scaling factor.

Two further theorems describe the limit. `three_axes_witness` shows that the $x$, $y$ and $z$ axes with equal times decouple and have $|v|=1/\sqrt3$, so the bound is attained. `magic_angle` says that in any cycle at the limit each axis satisfies $n_k\cdot v=|v|/\sqrt3$. Since $n_k$ is a unit vector, its angle to $v$ has cosine $1/\sqrt3$, which is the magic angle.

## Spin operators behind the vectors

Between pulses, the toggling frame turns the shift term $I_z$ into $n\cdot I$, and the secular dipolar coupling $3I_{1z}I_{2z}-I_1\cdot I_2$ into $3(n\cdot I_1)(n\cdot I_2)-I_1\cdot I_2$. The file uses Pauli matrices $\sigma_a=2I_a$, with $a=0,1,2$ for $x,y,z$. Thus `shift n` is $n\cdot\sigma$, and `dipolar n` is

$$3\,(n\cdot\sigma)\otimes(n\cdot\sigma)-(n\cdot n)\sum_a\sigma_a\otimes\sigma_a .$$

The factors of 2 and 4 relative to spin operators affect neither the vanishing of the average nor the ratio of shifts. The coupling constant is left out as a common factor. Both spins see the same axis because they are of the same species and the pulses act on them alike.

The name "scaling factor" for $|v|$ is supported by `average_shift_sq`: the averaged shift operator squares to $|v|^2$ times the identity. As this operator is traceless, its eigenvalues are $\pm|v|$, compared with $\pm1$ for a single unit axis. The precession frequency due to an offset is therefore multiplied by $|v|$.

The model has instantaneous pulses, a dipolar coupling that is constant over the cycle, and only the lowest-order average. Finite pulse widths, higher-order terms and sample spinning lie outside it. The theorem also doesn't ask which pulses produce a given list of axes. Within these limits it offers a check on simulations: if a computed lowest-order scaling factor for an ideal-pulse cycle exceeds $1/\sqrt3$, the average dipolar coupling cannot be zero.

## From a vanishing operator to an isotropic tensor

For a unit axis, expanding the dipolar operator gives

$$\sum_{a,b}(3n_an_b-\delta_{ab})\,\sigma_a\otimes\sigma_b .$$

This is `dipolar_eq`, proved by comparing matrix entries; `tensor` holds the coefficients, with $n\cdot n$ in place of 1 for general $n$.

The average over the cycle has the same form, with real coefficients

$$T_{ab}=3\sum_k w_k n_{k,a}n_{k,b}-\delta_{ab}.$$

If the operator vanishes, then so does every $T_{ab}$. Five matrix elements are enough to see this:

$$\begin{aligned}
&T_{22},\qquad T_{20}-iT_{21},\qquad T_{02}-iT_{12},\\
&T_{00}-T_{11}-i(T_{01}+T_{10}),\qquad T_{00}+T_{11}+i(T_{01}-T_{10}).
\end{aligned}$$

Setting their real and imaginary parts to zero gives all nine components. `tensor_eq_zero` does the same: it extracts these parts from the matrix equation, and `linarith` solves the resulting linear equations.

Consequently, decoupling is equivalent to

$$\sum_k w_k n_{k,a}n_{k,b}=\tfrac13\delta_{ab},$$

which is `decoupled_iff`. In its proof, `avg` exchanges the sums over time steps and components, and `q` computes the averaged coefficients from $\sum_k w_k=1$ and $n_k\cdot n_k=1$. The isotropy condition on the axes is thus derived from the spin operators.

For the shift, linearity gives $\sum_k w_k\,n_k\cdot\sigma=v\cdot\sigma$. Since $\sigma_a^2=1$ and different Pauli matrices anticommute, $(v\cdot\sigma)^2=|v|^2$. The Lean proof of `average_shift_sq` checks the four entries of the $2\times2$ matrix instead, using $i^2=-1$ on the diagonal.

## The variance of the projections

Let $p_k=n_k\cdot v$ and $m=v\cdot v=|v|^2$. Here $p_k$ is called the projection of $n_k$ on $v$, although it is not divided by $|v|$. The mean projection is

$$\sum_k w_kp_k=\Big(\sum_k w_kn_k\Big)\cdot v=m,$$

which is `meanAxis_dot` with $u=v$. The isotropy condition gives the second moment:

$$\sum_k w_kp_k^2=\sum_{a,b}v_av_b\sum_k w_kn_{k,a}n_{k,b}=\frac m3 .$$

Expanding the square and using $\sum_k w_k=1$, we find

$$\sum_k w_k(p_k-m)^2=\frac m3-2m\cdot m+m^2=m\left(\frac13-m\right).$$

This is `projection_variance`. Its local statement `h2` is the second moment for an arbitrary vector $u$, and `expand` is the expansion of the square.

The left side is a sum of nonnegative terms. If $m$ were larger than $1/3$, the right side would be negative, so $m\le1/3$ and $|v|\le1/\sqrt3$. In `scaling_limit`, `nlinarith` finds this contradiction, and monotonicity of the square root turns the bound on $m$ into the bound on $|v|$.

For the equality case, `scaling_eq_iff` replaces $|v|=1/\sqrt3$ by $m=1/3$. Suppose first that $m=1/3$. The variance is then zero, so each term $w_k(p_k-m)^2$ is zero, and $w_k>0$ gives $p_k=1/3$ for every $k$. This is where strict positivity matters: an axis held for zero time would contribute nothing to the sum and could point anywhere.

Conversely, suppose that $p_k=c$ for all $k$, with $c\ne0$. Averaging gives $m=c$, so the variance vanishes and $c(1/3-c)=0$. Hence $c=1/3$, and $m=1/3$.

The magic angle follows at once. At the limit the common value of $n_k\cdot v$ is $1/3$, and $|v|/\sqrt3=(1/\sqrt3)/\sqrt3=1/3$ as well. The proof of `magic_angle` takes the common value from `scaling_limit` and identifies it with $m$ by averaging.

For the three coordinate axes, written `Pi.single k 1`, the sum $\sum_k w_k n_{k,a}n_{k,b}$ is $\tfrac13\delta_{ab}$, so `decoupled_iff` gives a vanishing dipolar average. The mean axis is $v=(1/3,1/3,1/3)$, and $v\cdot v=3\cdot\frac19=\frac13$.
